# For $t>0$, the least hopping energy of one electron on two sites with occupations $x$ and $1-x$ is $-2t\sqrt{x(1-x)}$, a strictly convex function of $x$

An electron shared between two sites, such as the two nuclei of a stretched one-electron bond, lowers its energy by hopping. Suppose that we know only how much of it sits on each site: a fraction $x$ on the first and $1-x$ on the second. Unless one of the sites is empty, many states have these occupations, because the relative phase of the two amplitudes is still free. How low can the hopping energy go?

The answer is a kinetic energy written as a function of the density alone. This is the idea of density functional theory, carried out here for a single electron on two sites, with no interaction. The setting is the Hubbard dimer, but with one electron the on-site repulsion has no pair to act on, so the results say nothing about correlation. The total charge is also fixed at one electron: $x$ is a fractional site occupation, not a fractional electron number.

The development uses Mathlib's complex numbers, real square roots and convexity.

```lean
import Mathlib

open ComplexConjugate Set

namespace HubbardDimerSiteKinetic

noncomputable section
```

## Energy and occupations from two amplitudes

Let the state be $a\,|1\rangle + b\,|2\rangle$ with orthonormal site states $|1\rangle$, $|2\rangle$ and complex amplitudes $a$ and $b$, and let the hopping Hamiltonian be $-t\,(|1\rangle\langle 2| + |2\rangle\langle 1|)$ with a real parameter $t$. Its expectation value is

$$-t\,(\bar a b + \bar b a) = -2t\,\mathrm{Re}(\bar a b).$$

```lean
/-- Hopping energy of one electron with amplitudes `a` and `b` on two sites joined by the
hopping parameter `t`. -/
def hopEnergy (t : ℝ) (a b : ℂ) : ℝ := -2 * t * (conj a * b).re
```

`hopEnergy t a b` is this expectation value for a normalised state. The definition doesn't impose normalisation. That comes from the conditions $|a|^2 = x$ and $|b|^2 = 1-x$ in the theorems, which add up to $|a|^2+|b|^2=1$.

The candidate for the least energy at occupation $x$ is

$$T(x) = -2t\sqrt{x(1-x)}.$$

```lean
/-- The site-occupation kinetic functional `-2t √(x(1-x))`, for an occupation `x` of the first
site in `[0,1]`. -/
def siteKinetic (t x : ℝ) : ℝ := -2 * t * √(x * (1 - x))
```

In Lean, $T(x)$ is `siteKinetic t x`. At this point it is only a formula; its meaning as a minimum has to be proved.

## The occupations fix the size of the coherence

The energy depends on the state only through the coherence $c = \bar a b$. Its modulus is already determined by the occupations:

$$|c| = |a|\,|b| = \sqrt{|a|^2|b|^2} = \sqrt{x(1-x)}.$$

```lean
/-- The site occupations fix the modulus of the coherence between the two sites. -/
theorem norm_coherence {x : ℝ} {a b : ℂ} (ha : ‖a‖ ^ 2 = x) (hb : ‖b‖ ^ 2 = 1 - x) :
    ‖conj a * b‖ = √(x * (1 - x)) := by
  rw [← hb, ← ha, norm_mul, RCLike.norm_conj, ← mul_pow, Real.sqrt_sq (by positivity)]
```

The hypotheses `ha` and `hb` say that the occupations are $x$ and $1-x$. They force $x$ into $[0,1]$, so no separate condition on $x$ is needed. The proof substitutes the squared moduli for $x$ and $1-x$, uses $|\bar a| = |a|$, and takes the root of the square $(|a||b|)^2$.

## The minimum is reached when the amplitudes are in phase

Write $m = \sqrt{x(1-x)}$. The energy is $-2t\,\mathrm{Re}\,c$ and the candidate is $-2tm$. For $t>0$ they agree exactly when $\mathrm{Re}\,c = m$. Since $|c| = m$ as well,

$$m^2 = |c|^2 = (\mathrm{Re}\,c)^2 + (\mathrm{Im}\,c)^2 = m^2 + (\mathrm{Im}\,c)^2,$$

so $\mathrm{Im}\,c = 0$ and $c = m$. Conversely, $c=m$ gives the energy $-2tm$ at once.

```lean
/-- For `t > 0` and given occupations, the hopping energy equals the kinetic functional exactly when
the coherence between the sites is real and nonnegative, with value `√(x(1-x))`. -/
theorem hopEnergy_eq_iff {t x : ℝ} (ht : 0 < t) {a b : ℂ}
    (ha : ‖a‖ ^ 2 = x) (hb : ‖b‖ ^ 2 = 1 - x) :
    hopEnergy t a b = siteKinetic t x ↔ conj a * b = ((√(x * (1 - x)) : ℝ) : ℂ) := by
  have hn := norm_coherence ha hb
  unfold hopEnergy siteKinetic
  constructor
  · intro h
    have hre : (conj a * b).re = √(x * (1 - x)) :=
      mul_left_cancel₀ (by linarith : -2 * t ≠ 0) h
    -- the real part exhausts the modulus, so the imaginary part vanishes
    have hsq := Complex.sq_norm (conj a * b)
    rw [Complex.normSq_apply, hn, hre] at hsq
    have him : (conj a * b).im = 0 := by
      apply mul_self_eq_zero.mp
      linarith [sq (√(x * (1 - x)))]
    apply Complex.ext
    · rw [hre, Complex.ofReal_re]
    · rw [him, Complex.ofReal_im]
  · intro h
    rw [h, Complex.ofReal_re]
```

The theorem is an equivalence: among states with the given occupations, those with energy $T(x)$ are the ones whose coherence is the real number $m$. For $0<x<1$ this means that $a$ and $b$ have the same phase, which is the bonding combination. At $x=0$ or $x=1$ one amplitude vanishes, the coherence is zero, and the condition holds for every allowed state.

In the forward direction, `mul_left_cancel₀` removes the nonzero factor $-2t$, `Complex.sq_norm` supplies the squared modulus, and `Complex.ext` puts the real and imaginary parts back together.

## The least hopping energy at given occupations

Two facts are needed. First, the value is attained: for $x\in[0,1]$ take $a=\sqrt{x}$ and $b=\sqrt{1-x}$. These have the right occupations, and their coherence is $\sqrt{x}\sqrt{1-x} = \sqrt{x(1-x)}$, so the energy is $T(x)$.

Second, nothing lies below it. The real part of a complex number is at most its modulus, so $\mathrm{Re}\,c \le \sqrt{x(1-x)}$. Multiplying by $-2t<0$ reverses the inequality:

$$-2t\,\mathrm{Re}(\bar a b) \ge -2t\sqrt{x(1-x)}.$$

```lean
/-- For `t > 0` and `x` in `[0,1]`, the least hopping energy over all complex amplitudes with site
occupations `x` and `1 - x` is `-2t √(x(1-x))`. -/
theorem siteKinetic_isLeast {t x : ℝ} (ht : 0 < t) (hx : x ∈ Icc (0 : ℝ) 1) :
    IsLeast {E : ℝ | ∃ a b : ℂ, ‖a‖ ^ 2 = x ∧ ‖b‖ ^ 2 = 1 - x ∧ hopEnergy t a b = E}
      (siteKinetic t x) := by
  constructor
  · -- real nonnegative amplitudes attain the value
    have ha : ‖((√x : ℝ) : ℂ)‖ ^ 2 = x := by
      rw [Complex.norm_real, Real.norm_eq_abs, sq_abs, Real.sq_sqrt hx.1]
    have hb : ‖((√(1 - x) : ℝ) : ℂ)‖ ^ 2 = 1 - x := by
      rw [Complex.norm_real, Real.norm_eq_abs, sq_abs, Real.sq_sqrt (by linarith [hx.2])]
    refine ⟨_, _, ha, hb, (hopEnergy_eq_iff ht ha hb).2 ?_⟩
    rw [Complex.conj_ofReal, ← Complex.ofReal_mul, Real.sqrt_mul hx.1]
  · -- the real part of the coherence is at most its modulus
    rintro E ⟨a, b, ha, hb, rfl⟩
    have h := Complex.re_le_norm (conj a * b)
    rw [norm_coherence ha hb] at h
    unfold hopEnergy siteKinetic
    nlinarith [mul_le_mul_of_nonneg_left h ht.le]
```

The set in the statement collects every energy $E$ that some pair of complex amplitudes with occupations $x$ and $1-x$ can produce. `IsLeast` says that $T(x)$ belongs to this set and is a lower bound for it, so it is a true minimum and not just an infimum. The search runs over pure states; mixed states are not considered.

The first half of the proof gets the energy of the real amplitudes from the equivalence above. The second half combines `Complex.re_le_norm` with the known modulus of the coherence.

## Between two occupations the kinetic functional lies below its chord

Take two different occupations $x \ne y$ in $[0,1]$ and weights $p,q>0$ with $p+q=1$. Put $z = px+qy$, $r=\sqrt{x(1-x)}$ and $s=\sqrt{y(1-y)}$. Strict convexity, $T(z) < p\,T(x) + q\,T(y)$, amounts to $\sqrt{z(1-z)} > pr+qs$.

Because $p+q=1$, we have $px^2+qy^2-z^2 = pq(x-y)^2$, and therefore

$$z(1-z) = p\,x(1-x) + q\,y(1-y) + pq(x-y)^2 = pr^2+qs^2+pq(x-y)^2.$$

In the same way, $pr^2+qs^2-(pr+qs)^2 = pq(r-s)^2$. Together these give

$$z(1-z) - (pr+qs)^2 = pq\left[(x-y)^2+(r-s)^2\right] > 0.$$

As $pr+qs\ge 0$, taking roots yields $\sqrt{z(1-z)} > pr+qs$. Multiplication by $-2t<0$ gives the claim.

```lean
/-- For `t > 0`, the site-occupation kinetic functional is strictly convex on `[0,1]`. -/
theorem siteKinetic_strictConvexOn {t : ℝ} (ht : 0 < t) :
    StrictConvexOn ℝ (Icc (0 : ℝ) 1) (siteKinetic t) := by
  refine ⟨convex_Icc 0 1, ?_⟩
  intro x hx y hy hxy p q hp hq hpq
  obtain rfl : q = 1 - p := by linarith
  have hr : √(x * (1 - x)) ^ 2 = x * (1 - x) :=
    Real.sq_sqrt (mul_nonneg hx.1 (by linarith [hx.2]))
  have hs : √(y * (1 - y)) ^ 2 = y * (1 - y) :=
    Real.sq_sqrt (mul_nonneg hy.1 (by linarith [hy.2]))
  have hr0 := Real.sqrt_nonneg (x * (1 - x))
  have hs0 := Real.sqrt_nonneg (y * (1 - y))
  simp only [siteKinetic, smul_eq_mul]
  generalize √(x * (1 - x)) = r at *
  generalize √(y * (1 - y)) = s at *
  -- the gap between the squares is a positive multiple of a sum of squares
  have key : (p * x + (1 - p) * y) * (1 - (p * x + (1 - p) * y)) - (p * r + (1 - p) * s) ^ 2
      = p * (1 - p) * ((x - y) ^ 2 + (r - s) ^ 2) := by
    linear_combination (-p) * hr - (1 - p) * hs
  have hd : 0 < (x - y) ^ 2 := sq_pos_of_ne_zero (sub_ne_zero.mpr hxy)
  have hpos : 0 < p * (1 - p) * ((x - y) ^ 2 + (r - s) ^ 2) :=
    mul_pos (mul_pos hp hq) (by linarith [sq_nonneg (r - s)])
  have hlt : p * r + (1 - p) * s
      < √((p * x + (1 - p) * y) * (1 - (p * x + (1 - p) * y))) :=
    (Real.lt_sqrt (add_nonneg (mul_nonneg hp.le hr0) (mul_nonneg hq.le hs0))).2 (by linarith)
  linarith [mul_lt_mul_of_pos_left hlt ht]
```

`StrictConvexOn ℝ (Icc (0 : ℝ) 1) (siteKinetic t)` says exactly this for all such $x$, $y$, $p$ and $q$, with the endpoints of the interval included. The proof replaces $q$ by $1-p$ and names the two roots `r` and `s`, keeping only their squares and signs. The displayed identity is `key`, which `linear_combination` checks from $r^2=x(1-x)$ and $s^2=y(1-y)$. `Real.lt_sqrt` then passes from squares to roots.

Strict convexity matters when a site potential is added. The potential contributes a term linear in $x$, and a strictly convex function plus a linear one has at most one minimiser. In this one-electron model, then, a given potential selects a single ground-state occupation.

## The slope that balances a site potential

For $0<x<1$ the product $x(1-x)$ is positive and has derivative $1-2x$. The chain rule gives

$$T'(x) = -2t\,\frac{1-2x}{2\sqrt{x(1-x)}} = -\frac{t(1-2x)}{\sqrt{x(1-x)}}.$$

```lean
/-- The slope of the kinetic functional at an occupation strictly between 0 and 1. -/
theorem siteKinetic_hasDerivAt (t : ℝ) {x : ℝ} (hx : x ∈ Ioo (0 : ℝ) 1) :
    HasDerivAt (siteKinetic t) (-t * (1 - 2 * x) / √(x * (1 - x))) x := by
  have h : HasDerivAt (fun y : ℝ => y * (1 - y)) (1 - 2 * x) x :=
    ((hasDerivAt_id' x).fun_mul ((hasDerivAt_id' x).const_sub 1)).congr_deriv (by ring)
  have hne : x * (1 - x) ≠ 0 := (mul_pos hx.1 (by linarith [hx.2])).ne'
  exact ((h.sqrt hne).const_mul (-2 * t)).congr_deriv (by ring)
```

`HasDerivAt` states that the function is differentiable at $x$ and that its derivative is the value given. The formula holds for every real $t$. The endpoints are excluded because the root isn't differentiable where its argument vanishes; `hne` records that the argument is nonzero inside the interval.

## The ground-state energy with a bias between the sites

Now give the first site the energy $v$ and the second $-v$. The site energy is $vx - v(1-x) = v(2x-1)$, and the total to be minimised over $x$ is

$$E(x) = -2t\sqrt{x(1-x)} + v(2x-1).$$

Let $R=\sqrt{t^2+v^2}$, which is positive since $t>0$, and set $u=v/R$ and $w=t/R$, so that $u^2+w^2=1$. Choose $x=(1-u)/2$, which lies in $[0,1]$ because $|u|\le1$. Then

$$x(1-x) = \frac{1-u^2}{4} = \left(\frac{w}{2}\right)^2, \qquad E(x) = -tw - vu = -\frac{t^2+v^2}{R} = -R.$$

For the lower bound, take any $x\in[0,1]$ and put $s=\sqrt{x(1-x)}$. Then $-E(x) = 2ts + v(1-2x)$ is the scalar product of $(t,v)$ with $(2s,\,1-2x)$. The second vector has unit length, since $4s^2+(1-2x)^2=1$. The Cauchy–Schwarz inequality, with its remainder written out, reads

$$t^2+v^2-\left[2ts+v(1-2x)\right]^2 = \left[t(1-2x)-2vs\right]^2 \ge 0.$$

Hence $-E(x)\le R$, that is, $E(x)\ge -R$.

```lean
/-- For `t > 0` and on-site energies `v` and `-v`, the least value over occupations of the kinetic
functional plus the site energy `v(2x-1)` is `-√(t² + v²)`. -/
theorem biased_dimer_isLeast {t : ℝ} (ht : 0 < t) (v : ℝ) :
    IsLeast ((fun x => siteKinetic t x + v * (2 * x - 1)) '' Icc (0 : ℝ) 1)
      (-√(t ^ 2 + v ^ 2)) := by
  constructor
  · have hR : 0 < √(t ^ 2 + v ^ 2) := Real.sqrt_pos.2 (by positivity)
    have hR2 : √(t ^ 2 + v ^ 2) ^ 2 = t ^ 2 + v ^ 2 := Real.sq_sqrt (by positivity)
    generalize √(t ^ 2 + v ^ 2) = R at *
    -- write (v, t) as R times a unit vector (u, w)
    obtain ⟨u, hu⟩ : ∃ u, v = u * R := ⟨v / R, (div_mul_cancel₀ v hR.ne').symm⟩
    obtain ⟨w, hw0, hw⟩ : ∃ w, 0 ≤ w ∧ t = w * R :=
      ⟨t / R, (div_pos ht hR).le, (div_mul_cancel₀ t hR.ne').symm⟩
    have huw : u ^ 2 + w ^ 2 = 1 := by
      apply mul_left_cancel₀ (pow_ne_zero 2 hR.ne')
      linear_combination -hR2 - (t + w * R) * hw - (v + u * R) * hu
    have hu1 : u ≤ 1 := by nlinarith [sq_nonneg w]
    have hu2 : -1 ≤ u := by nlinarith [sq_nonneg w]
    refine ⟨(1 - u) / 2, ⟨by linarith, by linarith⟩, ?_⟩
    have hsq : (1 - u) / 2 * (1 - (1 - u) / 2) = (w / 2) ^ 2 := by
      linear_combination (-1 / 4) * huw
    simp only [siteKinetic]
    rw [hsq, Real.sqrt_sq (by linarith)]
    linear_combination (-w) * hw - u * hu - R * huw
  · rintro E ⟨x, hx, rfl⟩
    have hs : √(x * (1 - x)) ^ 2 = x * (1 - x) :=
      Real.sq_sqrt (mul_nonneg hx.1 (by linarith [hx.2]))
    simp only [siteKinetic]
    generalize √(x * (1 - x)) = s at *
    -- Cauchy-Schwarz in the plane, with its remainder written as a square
    have key : t ^ 2 + v ^ 2 - (2 * t * s + v * (1 - 2 * x)) ^ 2
        = (t * (1 - 2 * x) - 2 * v * s) ^ 2 := by
      linear_combination (-4 * (t ^ 2 + v ^ 2)) * hs
    have hle : (2 * t * s + v * (1 - 2 * x)) ^ 2 ≤ t ^ 2 + v ^ 2 := by
      linarith [sq_nonneg (t * (1 - 2 * x) - 2 * v * s)]
    have h := (le_abs_self _).trans (Real.abs_le_sqrt hle)
    linarith

end

end HubbardDimerSiteKinetic
```

The set here is the image of $[0,1]$ under $E$, and the theorem says that $-\sqrt{t^2+v^2}$ is its least element, for every real bias $v$. In the first half of the proof, the condition $w\ge0$ is what allows $\sqrt{(w/2)^2}$ to be replaced by $w/2$. In the second half, `key` is the displayed identity, and `Real.abs_le_sqrt` turns the bound on the square into a bound on the scalar product.

The remainder vanishes when $t(1-2x)=2v\sqrt{x(1-x)}$. Inside the interval this is the condition $T'(x)+2v=0$, where the slope of the kinetic functional balances that of the site energy.

The same number follows from diagonalising the $2\times2$ Hamiltonian with diagonal entries $v,-v$ and off-diagonal entries $-t$, whose eigenvalues are $\pm\sqrt{t^2+v^2}$. That comparison is ordinary algebra added here and is not part of the Lean development. It shows that, for this non-interacting dimer, minimising first over states at fixed density and then over densities recovers the ground-state energy.

## With negative hopping the formula gives a maximum

The hypothesis $t>0$ fixes the sign convention in which the in-phase combination is the bonding one. Take $t=-1$ and $x=\tfrac12$ instead. The formula gives $T(\tfrac12)=+1$, but the amplitudes $a=1/\sqrt2$ and $b=-1/\sqrt2$ have the same occupations and the hopping energy $-1$. The in-phase state is now the highest in energy.

Convexity fails for the same $t$: $T$ vanishes at $x=0$ and $x=1$ but equals $1$ halfway between, above the chord.

```lean
#print axioms HubbardDimerSiteKinetic.siteKinetic_isLeast
#print axioms HubbardDimerSiteKinetic.siteKinetic_strictConvexOn
#print axioms HubbardDimerSiteKinetic.siteKinetic_hasDerivAt
#print axioms HubbardDimerSiteKinetic.biased_dimer_isLeast
```

```
'HubbardDimerSiteKinetic.siteKinetic_isLeast' depends on axioms: [propext, Classical.choice, Quot.sound]
'HubbardDimerSiteKinetic.siteKinetic_strictConvexOn' depends on axioms: [propext, Classical.choice, Quot.sound]
'HubbardDimerSiteKinetic.siteKinetic_hasDerivAt' depends on axioms: [propext, Classical.choice, Quot.sound]
'HubbardDimerSiteKinetic.biased_dimer_isLeast' depends on axioms: [propext, Classical.choice, Quot.sound]
```
